# Finite-time divergence of the time-dependent coupled-cluster amplitude in a two-level system

A time-dependent coupled-cluster calculation with a fixed reference determinant advances the amplitudes $t$ from one time to the next by integrating $i\,t' = \Omega(t)$, where $\Omega$ is the projected residual. The step presupposes that a finite amplitude exists across the interval. For two degenerate, coupled levels that start in the reference state, this fails at a finite time even though the only possible excitation is kept and the exact state stays smooth and normalised. Time is $s$, a prime is $d/ds$, and $\hbar = 1$.

```lean
import Mathlib

open Matrix Set Filter Topology
open Complex (I)
open scoped Real

namespace TDCCAmplitudeBlowup

noncomputable section
```

## The model

The space is $\mathbb{C}^2$, with index 0 for the reference $|0\rangle$ and index 1 for the excited determinant $|1\rangle$; this is the smallest space that has an excitation. The excitation operator $X = |1\rangle\langle 0|$ has its only nonzero entry in row 1, column 0.

```lean
/-- The excitation operator `X = |1⟩⟨0|` from the reference `|0⟩` to the determinant `|1⟩`. -/
def excite : Matrix (Fin 2) (Fin 2) ℂ := !![0, 0; 1, 0]
```

For a complex amplitude $t$ the wave operator is $e^{tX}$. `IsNilpotent.exp` is the terminating exponential series of a nilpotent matrix.

```lean
/-- The wave operator `exp (t X)` for the cluster amplitude `t`. -/
def waveOp (t : ℂ) : Matrix (Fin 2) (Fin 2) ℂ := IsNilpotent.exp (t • excite)
```

For a complex $2\times 2$ matrix $H$ the residual is $\Omega_H(t) = \langle 1|e^{-tX} H e^{tX}|0\rangle$, the entry `1 0` of the product.

```lean
/-- The coupled-cluster residual `⟨1| exp (-t X) H exp (t X) |0⟩`. -/
def residual (H : Matrix (Fin 2) (Fin 2) ℂ) (t : ℂ) : ℂ := (waveOp (-t) * H * waveOp t) 1 0
```

The Schrödinger equation $i\psi' = H\psi$ is stated at one time $s$: a derivative exists there and satisfies the equation. $H$ is constant in time, and Hermiticity is not assumed.

```lean
/-- `ψ` is differentiable at time `s` and obeys the Schrödinger equation `i ψ' = H ψ` there. -/
def SolvesSchrodinger (H : Matrix (Fin 2) (Fin 2) ℂ) (ψ : ℝ → Fin 2 → ℂ) (s : ℝ) : Prop :=
  ∃ ψ', HasDerivAt ψ ψ' s ∧ I • ψ' = H *ᵥ ψ s
```

Put $\psi = c\,e^{tX}|0\rangle$ with scalar functions $c \ne 0$ and $t$. Then $i\psi' = (ic' + ic\,t'X)e^{tX}|0\rangle$. Multiplying $i\psi' = H\psi$ by $e^{-tX}$, which commutes with $X$, and projecting on $\langle 1|$ removes the $c'$ term and leaves $ic\,t' = c\,\Omega_H(t)$. Lean takes $i t' = \Omega_H(t)$ as a definition and ties it to the Schrödinger equation in `amplitude_of_schrodinger`.

```lean
/-- `t` is differentiable at time `s` and obeys the time-dependent coupled-cluster amplitude
equation `i t' = ⟨1| exp (-t X) H exp (t X) |0⟩` there. -/
def SolvesAmplitude (H : Matrix (Fin 2) (Fin 2) ℂ) (t : ℝ → ℂ) (s : ℝ) : Prop :=
  ∃ t', HasDerivAt t t' s ∧ I * t' = residual H (t s)
```

The example uses $H = \sigma_x$: two degenerate levels with unit coupling.

```lean
/-- The Hamiltonian `[[0,1],[1,0]]` that couples the two levels. -/
def sigmaX : Matrix (Fin 2) (Fin 2) ℂ := !![0, 1; 1, 0]
```

The state is $\psi(s) = (\cos s, -i\sin s)$, which starts at $|0\rangle$.

```lean
/-- The state `ψ(s) = (cos s, -i sin s)`. -/
def psi (s : ℝ) : Fin 2 → ℂ := ![((Real.cos s : ℝ) : ℂ), -I * ((Real.sin s : ℝ) : ℂ)]
```

Its amplitude is $t(s) = -i\tan s$.

```lean
/-- The amplitude `t(s) = -i tan s`. -/
def amp (s : ℝ) : ℂ := -I * ((Real.tan s : ℝ) : ℂ)
```

## Any two-level Hamiltonian

Since $X^2 = 0$, the series gives $e^{tX} = 1 + tX$, with rows $(1,0)$ and $(t,1)$. The proof shows `(t • excite) ^ 2 = 0` entry by entry and cuts the series with `IsNilpotent.exp_eq_sum`.

```lean
/-- The wave operator `exp (t X)` is the matrix `[[1,0],[t,1]]`. -/
theorem waveOp_eq (t : ℂ) : waveOp t = !![1, 0; t, 1] := by
  -- the series stops because X² = 0
  have h : (t • excite) ^ 2 = 0 := by
    ext i j
    fin_cases i <;> fin_cases j <;>
      simp [excite, pow_two, Matrix.mul_apply, Fin.sum_univ_two]
  rw [waveOp, IsNilpotent.exp_eq_sum h]
  ext i j
  fin_cases i <;> fin_cases j <;> simp [Finset.sum_range_succ, excite]
```

Hence $e^{tX}|0\rangle = (1,t)$ and $H(1,t) = (H_{00} + H_{01}t,\; H_{10} + H_{11}t)$. Row 1 of $e^{-tX}$ is $(-t, 1)$, so
$$\Omega_H(t) = H_{10} + (H_{11} - H_{00})\,t - H_{01}t^2 .$$

```lean
/-- For any two-level Hamiltonian the residual is `H₁₀ + (H₁₁ - H₀₀) t - H₀₁ t²`. -/
theorem residual_eq (H : Matrix (Fin 2) (Fin 2) ℂ) (t : ℂ) :
    residual H t = H 1 0 + (H 1 1 - H 0 0) * t - H 0 1 * t ^ 2 := by
  simp [residual, waveOp_eq, Matrix.mul_apply, Fin.sum_univ_two, Matrix.vecMul, dotProduct]
  ring
```

A vector $v$ with $v_0 \ne 0$ is $v_0\,(1, v_1/v_0) = v_0\,e^{tX}|0\rangle$ with $t = v_1/v_0$. The vector $(1,t)$, written in Lean as `waveOp` applied to `![1, 0]`, has squared norm $1 + |t|^2$, so a normalised $v$ has reference weight $|v_0|^2 = 1/(1+|t|^2)$.

```lean
/-- A state with nonzero reference component `v₀` equals `v₀ exp (t X) |0⟩` with
`t = v₁ / v₀`. -/
theorem cluster_form (v : Fin 2 → ℂ) (hv : v 0 ≠ 0) :
    v = v 0 • (waveOp (v 1 / v 0) *ᵥ ![1, 0]) := by
  have h : v 0 * (v 1 / v 0) = v 1 := by field_simp
  rw [waveOp_eq]
  ext i
  fin_cases i <;> simp [h]
```

Let $\psi$ solve the Schrödinger equation at $s$ with $\psi_0(s) \ne 0$, and set $t = \psi_1/\psi_0$. The quotient rule and the two component equations give
$$i t' = \frac{\psi_0\,(i\psi_1') - \psi_1\,(i\psi_0')}{\psi_0^2} = \frac{\psi_0(H_{10}\psi_0 + H_{11}\psi_1) - \psi_1(H_{00}\psi_0 + H_{01}\psi_1)}{\psi_0^2} = \Omega_H(t).$$
In the proof `e0` and `e1` are the component equations, `hq` is the first equality, and `field_simp` with `ring` closes the last.

```lean
/-- For any two-level Hamiltonian, at a time where `ψ` solves the Schrödinger equation and
`ψ₀ ≠ 0`, the ratio `ψ₁ / ψ₀` solves the amplitude equation. -/
theorem amplitude_of_schrodinger (H : Matrix (Fin 2) (Fin 2) ℂ) (ψ : ℝ → Fin 2 → ℂ) (s : ℝ)
    (hψ : SolvesSchrodinger H ψ s) (h0 : ψ s 0 ≠ 0) :
    SolvesAmplitude H (fun r => ψ r 1 / ψ r 0) s := by
  obtain ⟨ψ', hd, he⟩ := hψ
  have d0 := hasDerivAt_pi.1 hd 0
  have d1 := hasDerivAt_pi.1 hd 1
  have e0 : I * ψ' 0 = H 0 0 * ψ s 0 + H 0 1 * ψ s 1 := by
    simpa [mulVec, dotProduct, Fin.sum_univ_two] using congrFun he 0
  have e1 : I * ψ' 1 = H 1 0 * ψ s 0 + H 1 1 * ψ s 1 := by
    simpa [mulVec, dotProduct, Fin.sum_univ_two] using congrFun he 1
  refine ⟨(ψ' 1 * ψ s 0 - ψ s 1 * ψ' 0) / ψ s 0 ^ 2, d1.fun_div d0 h0, ?_⟩
  show I * ((ψ' 1 * ψ s 0 - ψ s 1 * ψ' 0) / ψ s 0 ^ 2) = residual H (ψ s 1 / ψ s 0)
  -- quotient rule, then insert the two components of the Schrödinger equation
  have hq : I * ((ψ' 1 * ψ s 0 - ψ s 1 * ψ' 0) / ψ s 0 ^ 2)
      = (ψ s 0 * (I * ψ' 1) - ψ s 1 * (I * ψ' 0)) / ψ s 0 ^ 2 := by ring
  rw [hq, e0, e1, residual_eq]
  field_simp
  ring
```

## The example

With $H_{01} = H_{10} = 1$ and zero diagonal, $\Omega(t) = 1 - t^2$.

```lean
/-- For `H = [[0,1],[1,0]]` the residual is `1 - t²`. -/
theorem residual_sigmaX (t : ℂ) : residual sigmaX t = 1 - t ^ 2 := by
  simp [residual_eq, sigmaX]
```

Differentiating, $\psi' = (-\sin s, -i\cos s)$, so $i\psi' = (-i\sin s, \cos s)$, which is $\psi$ with its components exchanged, that is $\sigma_x\psi$. The squared norm is $\cos^2 s + \sin^2 s = 1$. It is written as the sum of `‖psi s i‖ ^ 2` because the norm that Mathlib puts on `Fin 2 → ℂ` is the maximum norm.

```lean
/-- At every time `(cos s, -i sin s)` solves the Schrödinger equation for `[[0,1],[1,0]]` and
has unit norm. -/
theorem psi_solves (s : ℝ) : SolvesSchrodinger sigmaX psi s ∧ ∑ i, ‖psi s i‖ ^ 2 = 1 := by
  constructor
  · have hc := (Real.hasDerivAt_cos s).ofReal_comp
    have hs := (Real.hasDerivAt_sin s).ofReal_comp.const_mul (-I)
    refine ⟨![((-Real.sin s : ℝ) : ℂ), -I * ((Real.cos s : ℝ) : ℂ)],
      hasDerivAt_pi.2 (Fin.forall_fin_two.2 ⟨hc, hs⟩), ?_⟩
    ext i
    fin_cases i <;> simp [psi, sigmaX, mulVec, dotProduct, Fin.sum_univ_two, ← mul_assoc]
  · have h0 : ‖psi s 0‖ = |Real.cos s| := by
      show ‖((Real.cos s : ℝ) : ℂ)‖ = _
      rw [Complex.norm_real, Real.norm_eq_abs]
    have h1 : ‖psi s 1‖ = |Real.sin s| := by
      show ‖-I * ((Real.sin s : ℝ) : ℂ)‖ = _
      rw [norm_mul, norm_neg, Complex.norm_I, one_mul, Complex.norm_real, Real.norm_eq_abs]
    rw [Fin.sum_univ_two, h0, h1, sq_abs, sq_abs]
    exact Real.cos_sq_add_sin_sq s
```

On $(-\pi/2, \pi/2)$ the reference component $\cos s$ is positive and $\psi_1/\psi_0 = -i\tan s$. Directly, $i t' = 1/\cos^2 s = 1 + \tan^2 s = 1 - t^2$. Lean does not differentiate the tangent: `ha` rewrites `amp` as the ratio and the two general lemmas apply, the second giving the normalised state $\psi = \cos s\; e^{tX}|0\rangle$. For small $s$, $t \approx -is$ is the first-order perturbative amplitude.

```lean
/-- On `(-π/2, π/2)` the amplitude `-i tan s` solves the amplitude equation for
`[[0,1],[1,0]]`, and `ψ(s) = cos s · exp (t(s) X) |0⟩`. -/
theorem amp_solves (s : ℝ) (hs : s ∈ Ioo (-(π / 2)) (π / 2)) :
    SolvesAmplitude sigmaX amp s ∧
      psi s = ((Real.cos s : ℝ) : ℂ) • (waveOp (amp s) *ᵥ ![1, 0]) := by
  have h0 : psi s 0 ≠ 0 := Complex.ofReal_ne_zero.2 (Real.cos_pos_of_mem_Ioo hs).ne'
  have ha : amp = fun r => psi r 1 / psi r 0 := by
    funext r
    show -I * ((Real.tan r : ℝ) : ℂ) = -I * ((Real.sin r : ℝ) : ℂ) / ((Real.cos r : ℝ) : ℂ)
    rw [Real.tan_eq_sin_div_cos, Complex.ofReal_div, mul_div_assoc]
  rw [ha]
  exact ⟨amplitude_of_schrodinger _ _ _ (psi_solves s).1 h0, cluster_form _ h0⟩
```

Since $|t(s)| = |\tan s|$ and $\tan s \to +\infty$ as $s \uparrow \pi/2$, the modulus diverges. The filter `𝓝[<] (π / 2)` is the approach from below.

```lean
/-- The modulus of `-i tan s` tends to infinity as `s` approaches `π/2` from below. -/
theorem amp_blowup : Tendsto (fun s => ‖amp s‖) (𝓝[<] (π / 2)) atTop := by
  refine (tendsto_abs_atTop_atTop.comp Real.tendsto_tan_pi_div_two).congr fun s => ?_
  show |Real.tan s| = ‖-I * ((Real.tan s : ℝ) : ℂ)‖
  rw [norm_mul, norm_neg, Complex.norm_I, one_mul, Complex.norm_real, Real.norm_eq_abs]
```

## Uniqueness

It is a gap in the argument to stop at the divergence of $-i\tan s$: another solution with $t(0) = 0$ has to be excluded as well. Let $t$ be continuous on $[0,b]$ for a real $b$, with $t(0) = 0$, and solve $it' = 1 - t^2$ on $[0,b)$. Define the defect $g = t\cos s + i\sin s$, which involves no division by $\cos s$ and so stays meaningful at $\pi/2$. With $t' = -i + it^2$,
$$g' = t'\cos s - t\sin s + i\cos s = it^2\cos s - t\sin s = i t\,g, \qquad g(0) = 0 .$$
Continuity on a compact interval gives a bound $|t| \le C$, so $|g'| \le C|g|$, and Grönwall's inequality gives $|g(s)| \le |g(0)|\,e^{Cs} = 0$. Thus $t\cos s = -i\sin s$ on $[0,b]$. In the proof `hC` is the bound, `hg'` is the equation for $g$, obtained by `linear_combination` from the amplitude equation and `Complex.I_sq`, `ha` and `hb` are the inputs to Grönwall's inequality, and `gronwallBound_ε0_δ0` evaluates the bound to zero.

```lean
/-- An amplitude that starts at `t(0) = 0`, is continuous on `[0,b]` and solves the amplitude
equation for `[[0,1],[1,0]]` on `[0,b)` obeys `t(s) cos s = -i sin s` on `[0,b]`. -/
theorem amp_unique (t : ℝ → ℂ) (b : ℝ) (h0 : t 0 = 0) (hc : ContinuousOn t (Icc 0 b))
    (ht : ∀ s ∈ Ico 0 b, SolvesAmplitude sigmaX t s) :
    ∀ s ∈ Icc 0 b, t s * ((Real.cos s : ℝ) : ℂ) = -I * ((Real.sin s : ℝ) : ℂ) := by
  intro s hs
  obtain ⟨C, hC⟩ := isCompact_Icc.exists_bound_of_continuousOn hc
  let g : ℝ → ℂ := fun r => t r * ((Real.cos r : ℝ) : ℂ) + I * ((Real.sin r : ℝ) : ℂ)
  have h1 : Continuous fun r : ℝ => ((Real.cos r : ℝ) : ℂ) :=
    Complex.continuous_ofReal.comp Real.continuous_cos
  have h2 : Continuous fun r : ℝ => I * ((Real.sin r : ℝ) : ℂ) :=
    continuous_const.mul (Complex.continuous_ofReal.comp Real.continuous_sin)
  have hg : ContinuousOn g (Icc 0 b) := (hc.mul h1.continuousOn).add h2.continuousOn
  -- the defect g obeys the linear equation g' = i t g
  have hg' : ∀ x ∈ Ico 0 b, HasDerivWithinAt g (I * t x * g x) (Ici x) x := by
    intro x hx
    obtain ⟨t', hd, he⟩ := ht x hx
    rw [residual_sigmaX] at he
    have h : HasDerivAt g (t' * ((Real.cos x : ℝ) : ℂ) + t x * ((-Real.sin x : ℝ) : ℂ)
        + I * ((Real.cos x : ℝ) : ℂ)) x :=
      (hd.fun_mul (Real.hasDerivAt_cos x).ofReal_comp).fun_add
        ((Real.hasDerivAt_sin x).ofReal_comp.const_mul I)
    refine (h.congr_deriv ?_).hasDerivWithinAt
    show _ = I * t x * (t x * ((Real.cos x : ℝ) : ℂ) + I * ((Real.sin x : ℝ) : ℂ))
    rw [Complex.ofReal_neg]
    linear_combination (-I * ((Real.cos x : ℝ) : ℂ)) * he
      + (t' * ((Real.cos x : ℝ) : ℂ) - t x * ((Real.sin x : ℝ) : ℂ)) * Complex.I_sq
  have ha : ‖g 0‖ ≤ 0 := by simp [g, h0]
  have hb : ∀ x ∈ Ico 0 b, ‖I * t x * g x‖ ≤ C * ‖g x‖ + 0 := by
    intro x hx
    rw [norm_mul, norm_mul, Complex.norm_I, one_mul, add_zero]
    exact mul_le_mul_of_nonneg_right (hC x (Ico_subset_Icc_self hx)) (norm_nonneg _)
  -- Grönwall's inequality with zero initial value
  have hz := norm_le_gronwallBound_of_norm_deriv_right_le
    (f' := fun x => I * t x * g x) hg hg' ha hb s hs
  rw [gronwallBound_ε0_δ0, norm_le_zero_iff] at hz
  have hz' : t s * ((Real.cos s : ℝ) : ℂ) + I * ((Real.sin s : ℝ) : ℂ) = 0 := hz
  linear_combination hz'
```

## The main theorem

`no_global_amplitude` states four things for $H = \sigma_x$: $\psi$ is a unit-norm Schrödinger solution at every real time; $-i\tan s$ solves the amplitude equation on $(-\pi/2, \pi/2)$; its modulus tends to infinity as $s \uparrow \pi/2$; and no function `t : ℝ → ℂ` with $t(0) = 0$, continuous on $[0, \pi/2]$, solves the amplitude equation on $[0, \pi/2)$. The last part is the uniqueness identity at $s = b = \pi/2$, which reads $t\cdot 0 = -i$.

Continuity at the closed end carries the fourth part. Lean sets division by zero to zero, so `amp` has the value $0$ at $\pi/2$, and it meets every condition of the fourth part except continuity there. `HasDerivAt` is two-sided, so a competing amplitude is also taken to be differentiable from both sides at $s = 0$. The statement concerns one Hamiltonian, one initial value and one amplitude with a fixed reference; left-hand (de-excitation) amplitudes, truncated cluster operators and time-dependent orbitals do not enter.

```lean
/-- For `H = [[0,1],[1,0]]`, `ψ` is a unit-norm Schrödinger solution at all times, while
`-i tan s` solves the amplitude equation on `(-π/2, π/2)` and diverges at `π/2`. No amplitude
continuous on `[0, π/2]` with `t(0) = 0` solves the amplitude equation on `[0, π/2)`. -/
theorem no_global_amplitude :
    (∀ s, SolvesSchrodinger sigmaX psi s ∧ ∑ i, ‖psi s i‖ ^ 2 = 1) ∧
    (∀ s ∈ Ioo (-(π / 2)) (π / 2), SolvesAmplitude sigmaX amp s) ∧
    Tendsto (fun s => ‖amp s‖) (𝓝[<] (π / 2)) atTop ∧
    ¬ ∃ t : ℝ → ℂ, t 0 = 0 ∧ ContinuousOn t (Icc 0 (π / 2)) ∧
      ∀ s ∈ Ico 0 (π / 2), SolvesAmplitude sigmaX t s := by
  refine ⟨psi_solves, fun s hs => (amp_solves s hs).1, amp_blowup, ?_⟩
  rintro ⟨t, h0, hc, ht⟩
  -- at π/2 the reference component vanishes, leaving 0 = -i
  have h := amp_unique t (π / 2) h0 hc ht (π / 2) ⟨by positivity, le_rfl⟩
  rw [Real.cos_pi_div_two, Real.sin_pi_div_two] at h
  simp at h

end

end TDCCAmplitudeBlowup
```

```lean
#print axioms TDCCAmplitudeBlowup.amplitude_of_schrodinger
-- 'TDCCAmplitudeBlowup.amplitude_of_schrodinger' depends on axioms: [propext, Classical.choice, Quot.sound]
#print axioms TDCCAmplitudeBlowup.no_global_amplitude
-- 'TDCCAmplitudeBlowup.no_global_amplitude' depends on axioms: [propext, Classical.choice, Quot.sound]
```

## In a propagation code, and with detuning

The remarks on integrators and detuning are ordinary reasoning with no Lean proof behind them. Writing $t = -iu$ with real $u$, the equation becomes $u' = 1 + u^2$, and an Euler step of length $h > 0$ is $u_{n+1} = u_n + h(1 + u_n^2)$ for the value $u_n$ after $n$ steps, starting from $u_0 = 0$. In exact arithmetic every $u_n$ is finite and the sequence increases, whereas $\tan s$ is negative just beyond $\pi/2$, so the numbers there no longer describe $\psi_1/\psi_0$. The reference weight $1/(1+|t|^2) = \cos^2 s$ falls to zero as the pole is approached.

The ratio argument also yields amplitudes that do exist for all times. Take $H_{00} = 0$, $H_{11} = \Delta \ne 0$ and $H_{01} = H_{10} = V$, all real, starting from $|0\rangle$. The Rabi solution has $|\psi_0|^2 \ge \Delta^2/(\Delta^2 + 4V^2) > 0$, so $\psi_1/\psi_0$ solves the amplitude equation at every time with $|t| \le 2|V|/|\Delta|$, a bound that grows without limit as $\Delta \to 0$ at fixed $V \ne 0$.
